# The antisymmetric state of two spins 1/2 has total spin zero

The theorem `two_spin_singlet` says that the square of the total spin of two spins 1/2 sends the antisymmetric combination of up-down and down-up to zero, and that this combination is not the zero vector. In mathematical terms, a 4 × 4 complex matrix has an explicit nonzero vector in its kernel. The vector is unnormalised, with amplitudes 1 and −1 where the normalised state has 1/√2 and −1/√2; no Hamiltonian enters. The proof first shows, entry by entry, that each of the three components of the total spin annihilates the vector, and then gets the claim for `spinSq` from the sum of their squares. That the vector is nonzero is read off from its up-down amplitude.

The failing Lean file:

```lean
import Mathlib

open Matrix
open scoped ComplexOrder

namespace OddSpinCoupling

noncomputable section

/-- Operators on the state space of `N` spins 1/2, as matrices in the basis of spin configurations. -/
abbrev Op (N : ℕ) := Matrix (Fin N → Fin 2) (Fin N → Fin 2) ℂ

/-- The three Pauli matrices, in the order x, y, z. -/
def pauli : Fin 3 → Matrix (Fin 2) (Fin 2) ℂ :=
  ![!![0, 1; 1, 0], !![0, -Complex.I; Complex.I, 0], !![1, 0; 0, -1]]

/-- The tensor product of one single-spin operator for each site. -/
def tensor {N : ℕ} (A : Fin N → Matrix (Fin 2) (Fin 2) ℂ) : Op N :=
  Matrix.of fun s t => ∏ k, A k (s k) (t k)

/-- The single-spin operator `m` acting on site `i`, with the identity on all other sites. -/
def site {N : ℕ} (i : Fin N) (m : Matrix (Fin 2) (Fin 2) ℂ) : Op N :=
  tensor fun k => if k = i then m else 1

/-- The component `α` of the spin at site `i`, in units of ħ. -/
def spin {N : ℕ} (i : Fin N) (α : Fin 3) : Op N := (1 / 2 : ℂ) • site i (pauli α)

/-- The component `α` of the total spin. -/
def totalSpin (N : ℕ) (α : Fin 3) : Op N := ∑ i, spin i α

/-- The square of the total spin. -/
def spinSq (N : ℕ) : Op N := ∑ α, totalSpin N α * totalSpin N α

/-- The antisymmetric combination of up-down and down-up for two spins, not normalised. -/
def singlet (s : Fin 2 → Fin 2) : ℂ := !![0, 1; -1, 0] (s 0) (s 1)

/-- For two spins 1/2 the antisymmetric combination is a nonzero state annihilated by `S²`. -/
theorem two_spin_singlet : spinSq 2 *ᵥ singlet = 0 ∧ singlet ≠ 0 := by
  have h : ∀ α, totalSpin 2 α *ᵥ singlet = 0 := by
    intro α
    funext s
    simp only [Matrix.mulVec, dotProduct]
    rw [← (finTwoArrowEquiv (Fin 2)).symm.sum_comp, Fintype.sum_prod_type]
    simp only [totalSpin, spin, site, tensor, singlet, Fin.sum_univ_two, Fin.prod_univ_two,
      Matrix.add_apply, Matrix.smul_apply, Matrix.of_apply, finTwoArrowEquiv_symm_apply]
    generalize s 0 = x
    generalize s 1 = y
    fin_cases α <;> fin_cases x <;> fin_cases y <;> simp [pauli]
  constructor
  · simp only [spinSq, Fin.sum_univ_three, Matrix.add_mulVec, ← Matrix.mulVec_mulVec, h,
      Matrix.mulVec_zero, add_zero]
  · intro h0
    have h1 := congrFun h0 ![0, 1]
    simp [singlet] at h1

end

end OddSpinCoupling
```

Compiling this gives:

```
Main.lean:39:48: error: unsolved goals
case «0».«0».«0»
s : Fin 2 → Fin 2
⊢ 2⁻¹ * 1 ((fun i => i) ⟨0, ⋯⟩) (![0, 1] 0) + -(2⁻¹ * 1 ((fun i => i) ⟨0, ⋯⟩) (![1, 0] 1)) = 0

case «0».«0».«1»
s : Fin 2 → Fin 2
⊢ 1 ((fun i => i) ⟨0, ⋯⟩) (![1, 0] 0) = 0

case «0».«1».«0»
s : Fin 2 → Fin 2
⊢ 1 ((fun i => i) ⟨1, ⋯⟩) (![0, 1] 0) = 0

case «0».«1».«1»
s : Fin 2 → Fin 2
⊢ 2⁻¹ * 1 ((fun i => i) ⟨1, ⋯⟩) (![0, 1] 1) + -(2⁻¹ * 1 ((fun i => i) ⟨1, ⋯⟩) (![1, 0] 0)) = 0

case «1».«0».«0»
s : Fin 2 → Fin 2
⊢ -(2⁻¹ * (1 ((fun i => i) ⟨0, ⋯⟩) (![0, 1] 0) * Complex.I)) + 2⁻¹ * (Complex.I * 1 ((fun i => i) ⟨0, ⋯⟩) (![1, 0] 1)) =
    0

case «1».«0».«1»
s : Fin 2 → Fin 2
⊢ 1 ((fun i => i) ⟨0, ⋯⟩) (![1, 0] 0) = 0

case «1».«1».«0»
s : Fin 2 → Fin 2
⊢ 1 ((fun i => i) ⟨1, ⋯⟩) (![0, 1] 0) = 0

case «1».«1».«1»
s : Fin 2 → Fin 2
⊢ 2⁻¹ * (Complex.I * 1 ((fun i => i) ⟨1, ⋯⟩) (![0, 1] 1)) + -(2⁻¹ * (1 ((fun i => i) ⟨1, ⋯⟩) (![1, 0] 0) * Complex.I)) =
    0

case «2».«0».«0»
s : Fin 2 → Fin 2
⊢ 1 ((fun i => i) ⟨0, ⋯⟩) (![1, 0] 0) = 0

case «2».«0».«1»
s : Fin 2 → Fin 2
⊢ 2⁻¹ * 1 ((fun i => i) ⟨1, ⋯⟩) (![0, 1] 1) + -(2⁻¹ * 1 ((fun i => i) ⟨0, ⋯⟩) (![0, 1] 0)) = 0

case «2».«1».«0»
s : Fin 2 → Fin 2
⊢ -(2⁻¹ * 1 ((fun i => i) ⟨1, ⋯⟩) (![1, 0] 0)) + 2⁻¹ * 1 ((fun i => i) ⟨0, ⋯⟩) (![1, 0] 1) = 0

case «2».«1».«1»
s : Fin 2 → Fin 2
⊢ 1 ((fun i => i) ⟨1, ⋯⟩) (![0, 1] 0) = 0
```

The error lies in the proof of `h`, the statement that each component of the total spin annihilates the vector. The case split gives twelve goals, one for each component and spin configuration, and `simp [pauli]` leaves all twelve open. Each remaining goal is a true equation between numbers, but it still contains entries of the identity matrix, such as `1 ((fun i => i) ⟨0, ⋯⟩) (![1, 0] 0)`. These come from the site on which the spin operator does not act. `simp` neither evaluated the two indices inside such an entry nor replaced the entry by 0 or 1, so the sums could not be finished.

The one change adds `Matrix.one_apply` to the `simp` call. This lemma rewrites an entry of the identity matrix as 1 if its two indices are equal and 0 otherwise. The indices now stand in an ordinary equation, which `simp` can decide, and the arithmetic that is left closes all twelve goals.

Fix (accepted with no message):

```diff
@@ -46,5 +46,5 @@
     generalize s 0 = x
     generalize s 1 = y
-    fin_cases α <;> fin_cases x <;> fin_cases y <;> simp [pauli]
+    fin_cases α <;> fin_cases x <;> fin_cases y <;> simp [pauli, Matrix.one_apply]
   constructor
   · simp only [spinSq, Fin.sum_univ_three, Matrix.add_mulVec, ← Matrix.mulVec_mulVec, h,
```
